# Exterior complex scaling: the derivative of an entire function gains a factor $e^{i\theta}$ at $R$, and $e^{ikz}$ is square integrable outside exactly when $\operatorname{Im}(k e^{i\theta})>0$

## The contour, the wave and their conventions

Let $R$ be the scaling radius and $\theta$ the scaling angle in radians, both real. The exterior-scaling contour sends a real radius $r$ to the complex position

$$
z(r)=\begin{cases} r, & r\le R,\\ R+e^{i\theta}(r-R), & r>R.\end{cases}
$$

A wave with complex momentum $k$ (a wave number, in units of inverse length) is $e^{ikz}$. With time dependence $e^{-iEt/\hbar}$, it is outgoing for $\operatorname{Re}k>0$.

The physical problem is the tail of a decaying state. Its momentum has a negative imaginary part, so $|e^{ikr}|$ grows with $r$ and the state has no finite norm on the real axis. Rotating only the outer part of the coordinate can turn that growth into decay while the interaction region stays on real radii.

The scaled function here is $f(r)=\psi(z(r))$, where $\psi$ is entire, that is, complex differentiable everywhere. Some codes also multiply by $\sqrt{z'(r)}$. That factor has modulus one, so it leaves densities alone, but it changes the matching conditions at $R$. In a radial problem $\psi$ stands for the reduced function, $r$ times the radial wave function. Norms below are integrals of $|\cdot|^2$ over $dr$, not the product without complex conjugation that is often used to normalise resonances.

## One factor at $R$, one decay rate beyond it

The function $f$ is continuous, and its one-sided derivatives at $R$ are

$$
f'(R^-)=\psi'(R),\qquad f'(R^+)=e^{i\theta}\psi'(R).
$$

It is therefore differentiable at $R$ exactly when $e^{i\theta}=1$ or $\psi'(R)=0$.

Write $c=\operatorname{Im}(k e^{i\theta})$. For $r\ge R$,

$$
|e^{ikz(r)}|^2=e^{-2R\operatorname{Im}k}\,e^{-2c(r-R)}.
$$

This density is integrable on $(R,\infty)$ if and only if $c>0$, and then

$$
\int_R^\infty |e^{ikz(r)}|^2\,dr=\frac{e^{-2R\operatorname{Im}k}}{2c}.
$$

For a resonance momentum $k=\kappa e^{-i\beta}$ with $\kappa>0$ and $|\theta-\beta|<\pi$, the condition becomes $\theta>\beta$. The angle $\beta$ belongs to the momentum. The energy $\hbar^2k^2/2m$ of a particle of mass $m$ has phase $-2\beta$.

In a resonance calculation for one particle, or for one separated radial coordinate, this condition says which exponential tails a square-integrable basis can represent.

## Matching the grid at $R$ and sizing the outer layer

A discretisation that allows the kink avoids a loss of accuracy at $R$. Finite elements with a boundary at $R$ do so if they impose only continuity there, since the slopes may then differ on the two sides. A high-order finite-difference stencil that crosses $R$ and assumes a smooth function loses accuracy there, unless it accounts for the jump in every derivative it relies on. Correcting the slope alone is not enough, because the $n$-th derivative gains the factor $e^{in\theta}$ at $R$.

The decay rate sets the length of the outer layer. If the grid ends at $R+L$, the amplitude of the wave there is $e^{-cL}$ times its amplitude at $R$. To reach a ratio $\varepsilon<1$ with $c>0$, take

$$
L=\frac{\ln(1/\varepsilon)}{c}.
$$

For $k=1\,a_0^{-1}$, with $a_0$ the Bohr radius, and $\theta=30^\circ$, the rate is $c=0.5\,a_0^{-1}$, and $\varepsilon=10^{-8}$ needs $L\approx 37\,a_0$. For real $k>0$ the rate is $k\sin\theta$, so at a fixed angle between $0$ and $\pi$ the slowest wave determines the layer.

## The chain rule on each branch and an exponential integral

**Continuity.** Each branch of $z$ is continuous, and both give $R$ at $r=R$. Hence $z$ is continuous, and so is $f=\psi\circ z$.

**One-sided derivatives.** For $r\le R$ we have $f(r)=\psi(r)$, which gives the left derivative $\psi'(R)$. For $r\ge R$ we have $f(r)=\psi(R+e^{i\theta}(r-R))$, and the chain rule gives

$$
f'(r)=e^{i\theta}\,\psi'\!\left(R+e^{i\theta}(r-R)\right),
$$

read as a right derivative at $r=R$, where it equals $e^{i\theta}\psi'(R)$. The function is differentiable at $R$ exactly when the two values agree:

$$
(e^{i\theta}-1)\,\psi'(R)=0 .
$$

A product vanishes only if one of its factors does, which is the stated criterion.

**Density.** For $r\ge R$ the exponent is

$$
ikz(r)=ikR+ik e^{i\theta}(r-R).
$$

Since $\operatorname{Re}(iw)=-\operatorname{Im}w$, and since $R$ and $r-R$ are real, its real part is $-R\operatorname{Im}k-c(r-R)$. The formula follows from $|e^w|^2=e^{2\operatorname{Re}w}$.

**Integrability and norm.** Put $A=e^{-2R\operatorname{Im}k}>0$. If $c\le 0$, then $e^{-2c(r-R)}\ge 1$ for $r>R$, so the density is at least $A$ on a half-line of infinite length and its integral diverges. If $c>0$, an antiderivative of the density is

$$
F(r)=-\frac{A}{2c}\,e^{-2c(r-R)} .
$$

It tends to $0$ at infinity and equals $-A/(2c)$ at $R$, so the integral is $0-F(R)=A/(2c)$.

**Resonance angle.** Here $k e^{i\theta}=\kappa e^{i(\theta-\beta)}$, so $c=\kappa\sin(\theta-\beta)$. For $-\pi<\theta-\beta<\pi$ the sine is positive exactly when $\theta-\beta>0$. At $\theta-\beta=\pi$ it vanishes although $\theta>\beta$, so the range cannot be extended to include that value.

**Two limiting cases.** At $\theta=0$ the contour is the real axis, the kink disappears, and the condition is $\operatorname{Im}k>0$, as for the tail of a bound state. At $\theta=\beta$ the rate is zero: the resonance wave oscillates with constant modulus outside $R$ and just fails to be square integrable. As $\theta$ decreases to $\beta$, the integral of the density over $(R,\infty)$ diverges like $1/(\theta-\beta)$.

## Half-line derivatives and integrals in Lean

The lemma `contour_of_ge` extends the outer formula to $r=R$, so that the right derivative can be taken from it. In `continuous_scaled`, `Continuous.if_le` joins the two continuous branches, given that they agree at $R$.

In `derivative_jump`, `comp_ofReal` turns a complex derivative into a derivative along the real line. The `congr` steps then replace each branch by the scaled function on the half-line where the two agree. For `differentiable_iff_no_kink`, uniqueness of one-sided derivatives forces both values to equal the full derivative. Conversely, if the values agree, `hl.union hr` combines the two half-lines into the whole line.

The lemma `density_eq` splits the exponent as above and applies `Complex.norm_exp`. In `square_integrable_iff`, the case without decay compares the density with a positive constant through `Integrable.mono'`, while the decaying case rewrites it as a constant times a standard integrable exponential. The proof of `exterior_norm` abbreviates the rate and the prefactor to `c` and `A`, differentiates $F$ in `hF`, finds its limit in `hlim`, and evaluates the integral from these. Finally, `resonance_iff` combines the phases and uses the sign of the sine.

```lean
import Mathlib

open Complex Set MeasureTheory Filter

namespace ExteriorComplexScaling

noncomputable section

/-- The exterior-scaling contour: the radius itself up to `R`, and a ray rotated by the
angle `θ` about `R` beyond. -/
def contour (R θ r : ℝ) : ℂ :=
  if r ≤ R then (r : ℂ) else R + exp (θ * I) * (r - R)

/-- The wave `exp (i k z)` with complex momentum `k` at the complex position `z`. -/
def wave (k z : ℂ) : ℂ := exp (I * k * z)

/-- From the scaling radius outwards, `R` itself included, the contour is the rotated ray. -/
theorem contour_of_ge {R r : ℝ} (θ : ℝ) (h : R ≤ r) :
    contour R θ r = R + exp (θ * I) * (r - R) := by
  rcases h.eq_or_lt with rfl | h
  · simp [contour]
  · simp [contour, not_le_of_gt h]

/-- An entire wave function stays continuous when it is evaluated along the contour. -/
theorem continuous_scaled {ψ : ℂ → ℂ} (hψ : Differentiable ℂ ψ) (R θ : ℝ) :
    Continuous (fun r : ℝ => ψ (contour R θ r)) := by
  have hc : Continuous (fun r : ℝ => contour R θ r) := by
    unfold contour
    refine Continuous.if_le (by fun_prop) (by fun_prop) continuous_id continuous_const ?_
    intro r hr
    have hr' : r = R := hr
    simp [hr']
  exact hψ.continuous.comp hc

/-- For an entire wave function `ψ`, the scaled function has left derivative `ψ'(R)` and
right derivative `exp (i θ) ψ'(R)` at the scaling radius. -/
theorem derivative_jump {ψ : ℂ → ℂ} (hψ : Differentiable ℂ ψ) (R θ : ℝ) :
    HasDerivWithinAt (fun r : ℝ => ψ (contour R θ r)) (deriv ψ R) (Iic R) R ∧
    HasDerivWithinAt (fun r : ℝ => ψ (contour R θ r))
      (exp (θ * I) * deriv ψ R) (Ici R) R := by
  have h0 : HasDerivAt ψ (deriv ψ R) (R : ℂ) := (hψ R).hasDerivAt
  constructor
  · -- inside, the contour is the real axis
    refine h0.comp_ofReal.hasDerivWithinAt.congr (fun r hr => ?_) ?_
    · have hr' : r ≤ R := hr
      simp [contour, hr']
    · simp [contour]
  · -- outside, the chain rule brings down the phase
    have h1 : HasDerivAt (fun w : ℂ => (R : ℂ) + exp (θ * I) * (w - R))
        (exp (θ * I)) (R : ℂ) :=
      ((((hasDerivAt_id' (R : ℂ)).sub_const (R : ℂ)).const_mul
        (exp (θ * I))).const_add (R : ℂ)).congr_deriv (mul_one _)
    have h2 : HasDerivAt ψ (deriv ψ R) ((R : ℂ) + exp (θ * I) * ((R : ℂ) - R)) := by
      rw [sub_self, mul_zero, add_zero]
      exact h0
    have h3 := (HasDerivAt.comp (h := fun w : ℂ => (R : ℂ) + exp (θ * I) * (w - R))
      (R : ℂ) h2 h1).comp_ofReal
    refine (h3.congr_deriv (mul_comm _ _)).hasDerivWithinAt.congr (fun r hr => ?_) ?_
    · simp only [Function.comp_apply]
      rw [contour_of_ge θ hr]
    · simp only [Function.comp_apply]
      rw [contour_of_ge θ le_rfl]

/-- For an entire wave function `ψ`, the scaled function is differentiable at the scaling
radius exactly when the phase `exp (i θ)` is one or `ψ'(R)` vanishes. -/
theorem differentiable_iff_no_kink {ψ : ℂ → ℂ} (hψ : Differentiable ℂ ψ) (R θ : ℝ) :
    DifferentiableAt ℝ (fun r : ℝ => ψ (contour R θ r)) R ↔
      exp (θ * I) = 1 ∨ deriv ψ R = 0 := by
  obtain ⟨hl, hr⟩ := derivative_jump hψ R θ
  constructor
  · intro h
    -- both one-sided derivatives agree with the full derivative
    have e1 := (uniqueDiffWithinAt_Iic R).eq_deriv _ hl h.hasDerivAt.hasDerivWithinAt
    have e2 := (uniqueDiffWithinAt_Ici R).eq_deriv _ hr h.hasDerivAt.hasDerivWithinAt
    have e3 : (exp (θ * I) - 1) * deriv ψ R = 0 := by
      linear_combination e2 - e1
    rcases mul_eq_zero.mp e3 with h | h
    · exact Or.inl (sub_eq_zero.mp h)
    · exact Or.inr h
  · intro h
    have e : exp (θ * I) * deriv ψ R = deriv ψ R := by
      rcases h with h | h <;> simp [h]
    rw [e] at hr
    have hu := hl.union hr
    rw [Iic_union_Ici, hasDerivWithinAt_univ] at hu
    exact hu.differentiableAt

/-- From the scaling radius outwards the density of the wave is an exponential in `r - R`
with decay rate `2 Im (k exp (i θ))`. -/
theorem density_eq (k : ℂ) (θ : ℝ) {R r : ℝ} (h : R ≤ r) :
    ‖wave k (contour R θ r)‖ ^ 2 =
      Real.exp (-2 * R * k.im) * Real.exp (-2 * (k * exp (θ * I)).im * (r - R)) := by
  have key : I * k * ((R : ℂ) + exp (θ * I) * (r - R)) =
      I * (k * (R : ℂ)) + I * (k * exp (θ * I) * ((r - R : ℝ) : ℂ)) := by
    push_cast
    ring
  rw [wave, contour_of_ge θ h, key, Complex.norm_exp, ← Real.exp_nat_mul, ← Real.exp_add]
  congr 1
  simp only [Complex.add_re, Complex.I_mul_re, Complex.im_mul_ofReal]
  push_cast
  ring

/-- The wave with complex momentum `k` is square integrable along the exterior part of the
contour if and only if `Im (k exp (i θ)) > 0`. -/
theorem square_integrable_iff (k : ℂ) (R θ : ℝ) :
    IntegrableOn (fun r : ℝ => ‖wave k (contour R θ r)‖ ^ 2) (Ioi R) ↔
      0 < (k * exp (θ * I)).im := by
  constructor
  · intro h
    by_contra hc
    have hc' : (k * exp (θ * I)).im ≤ 0 := not_lt.mp hc
    -- without decay the density never falls below its value at `R`
    have h1 : IntegrableOn (fun _ : ℝ => Real.exp (-2 * R * k.im)) (Ioi R) := by
      refine Integrable.mono' h aestronglyMeasurable_const
        (ae_restrict_of_forall_mem measurableSet_Ioi fun r hr => ?_)
      have hr' : R < r := hr
      rw [density_eq k θ hr'.le, Real.norm_of_nonneg (Real.exp_pos _).le]
      refine le_mul_of_one_le_right (Real.exp_pos _).le (Real.one_le_exp ?_)
      nlinarith [mul_nonneg (neg_nonneg.mpr hc') (sub_nonneg.mpr hr'.le)]
    simp [integrableOn_const_iff, Real.volume_Ioi] at h1
  · intro hc
    have h1 : IntegrableOn (fun r : ℝ => Real.exp (-2 * R * k.im) *
        Real.exp (2 * (k * exp (θ * I)).im * R) *
        Real.exp (-(2 * (k * exp (θ * I)).im) * r)) (Ioi R) :=
      Integrable.const_mul (exp_neg_integrableOn_Ioi R (by linarith)) _
    refine h1.congr_fun (fun r hr => ?_) measurableSet_Ioi
    have hr' : R < r := hr
    simp only
    rw [density_eq k θ hr'.le, mul_assoc, ← Real.exp_add]
    congr 2
    ring

/-- If `Im (k exp (i θ)) > 0`, the exterior part of the wave has squared norm
`exp (-2 R Im k) / (2 Im (k exp (i θ)))`. -/
theorem exterior_norm (k : ℂ) (R θ : ℝ) (hc : 0 < (k * exp (θ * I)).im) :
    ∫ r in Ioi R, ‖wave k (contour R θ r)‖ ^ 2 =
      Real.exp (-2 * R * k.im) / (2 * (k * exp (θ * I)).im) := by
  have hint := (square_integrable_iff k R θ).mpr hc
  have hd : EqOn (fun r : ℝ => ‖wave k (contour R θ r)‖ ^ 2)
      (fun r : ℝ => Real.exp (-2 * R * k.im) *
        Real.exp (-2 * (k * exp (θ * I)).im * (r - R))) (Ioi R) :=
    fun r hr => density_eq k θ (le_of_lt hr)
  rw [setIntegral_congr_fun measurableSet_Ioi hd]
  have hint' := hint.congr_fun hd measurableSet_Ioi
  generalize (k * exp (θ * I)).im = c at hc hint' ⊢
  generalize Real.exp (-2 * R * k.im) = A at hint' ⊢
  -- an antiderivative that vanishes at infinity
  have hF : ∀ r ∈ Ici R, HasDerivAt (fun r : ℝ => -(A / (2 * c)) *
      Real.exp (-2 * c * (r - R))) (A * Real.exp (-2 * c * (r - R))) r := by
    intro r _
    refine ((((hasDerivAt_id' r).sub_const R).const_mul (-2 * c)).exp.const_mul
      (-(A / (2 * c)))).congr_deriv ?_
    field_simp
  have hlin : Tendsto (fun r : ℝ => r - R) atTop atTop := by
    simpa [sub_eq_add_neg] using tendsto_atTop_add_const_right atTop (-R) tendsto_id
  have hlim : Tendsto (fun r : ℝ => -(A / (2 * c)) * Real.exp (-2 * c * (r - R)))
      atTop (nhds (-(A / (2 * c)) * 0)) :=
    (Real.tendsto_exp_atBot.comp
      (hlin.const_mul_atTop_of_neg (by linarith : -2 * c < 0))).const_mul _
  rw [integral_Ioi_of_hasDerivAt_of_tendsto' hF hint' hlim]
  simp

/-- A wave with momentum `κ exp (-i β)`, `κ > 0`, is square integrable on the exterior
contour exactly when `θ` exceeds `β`, provided the two angles differ by less than `π`. -/
theorem resonance_iff {κ β θ : ℝ} (R : ℝ) (hκ : 0 < κ) (h : |θ - β| < Real.pi) :
    IntegrableOn (fun r : ℝ => ‖wave (κ * exp (-β * I)) (contour R θ r)‖ ^ 2) (Ioi R) ↔
      β < θ := by
  have e : (κ : ℂ) * exp (-β * I) * exp (θ * I) =
      (κ : ℂ) * exp (((θ - β : ℝ) : ℂ) * I) := by
    rw [mul_assoc, ← Complex.exp_add]
    congr 2
    push_cast
    ring
  rw [square_integrable_iff, e, Complex.im_ofReal_mul,
    Complex.exp_ofReal_mul_I_im, mul_pos_iff_of_pos_left hκ]
  obtain ⟨h1, h2⟩ := abs_lt.mp h
  constructor
  · intro hs
    by_contra hn
    have := Real.sin_nonpos_of_nonpos_of_neg_pi_le (by linarith : θ - β ≤ 0) h1.le
    linarith
  · intro hb
    exact Real.sin_pos_of_pos_of_lt_pi (by linarith) h2

end

end ExteriorComplexScaling
```

```lean
#print axioms ExteriorComplexScaling.differentiable_iff_no_kink
#print axioms ExteriorComplexScaling.square_integrable_iff
#print axioms ExteriorComplexScaling.exterior_norm
#print axioms ExteriorComplexScaling.resonance_iff
```

```
'ExteriorComplexScaling.differentiable_iff_no_kink' depends on axioms: [propext, Classical.choice, Quot.sound]
'ExteriorComplexScaling.square_integrable_iff' depends on axioms: [propext, Classical.choice, Quot.sound]
'ExteriorComplexScaling.exterior_norm' depends on axioms: [propext, Classical.choice, Quot.sound]
'ExteriorComplexScaling.resonance_iff' depends on axioms: [propext, Classical.choice, Quot.sound]
```

## From entire functions and single exponentials to a computed resonance

In the formal statements, `contour R θ r` is $z(r)$ and `wave k z` is $e^{ikz}$. The hypothesis `Differentiable ℂ ψ` says that $\psi$ is entire, and `deriv ψ R` is its complex derivative at the real point $R$. The theorems then say the following.

- `continuous_scaled`: the scaled function is continuous on the whole real line.
- `derivative_jump`: its derivative within `Iic R`, the half-line $(-\infty,R]$, is $\psi'(R)$ at $R$, and its derivative within `Ici R`, the half-line $[R,\infty)$, is $e^{i\theta}\psi'(R)$.
- `differentiable_iff_no_kink`: it is differentiable at $R$, as a function of a real variable, exactly when $e^{i\theta}=1$ or $\psi'(R)=0$.
- `density_eq`: the exponential form of the density holds for every $r\ge R$.
- `square_integrable_iff`: the density is integrable over `Ioi R`, the open half-line $(R,\infty)$, exactly when $\operatorname{Im}(k e^{i\theta})>0$.
- `exterior_norm`: under that condition the integral has the value given above.
- `resonance_iff`: for $\kappa>0$ and $|\theta-\beta|<\pi$, integrability is equivalent to $\beta<\theta$.

The variable $r$ and the parameter $R$ range over all real numbers. A radial code uses $r\ge 0$ and $R>0$, which is a special case. If $R=0$, the left derivative refers to negative $r$ and has no radial meaning, but the exterior statements still apply and describe scaling of the whole radial axis.

No Hamiltonian appears in these theorems. The step that remains for an application is to show that the solution of the unscaled Schrödinger equation continues analytically from the real radii beyond $R$ to the rotated ray and has the single tail $e^{ikz}$ there. For a one-dimensional or $s$-wave problem whose potential vanishes beyond $R$, the exterior solution is in general a combination of $e^{ikz}$ and $e^{-ikz}$ when $k\ne 0$, and the outgoing boundary condition selects the first. A Coulomb tail or a centrifugal term changes the form of the wave and needs a separate argument.

Requiring $\psi$ to be entire is a convenient idealisation, and it is stronger than the derivative calculation needs: at $R$ the chain rule uses only complex differentiability at that point. The discretisation error, the effect of ending the grid at a finite radius and the stability of computed eigenvalues as $\theta$ varies are questions for numerical analysis and for convergence runs.
